# The reciprocal lattice of a supercell contains the primitive one, with equality exactly when the supercell matrix has determinant ±1

Q: Take a square crystal with unit spacing, and let the spins alternate like a checkerboard. If I expand the spin density in the reciprocal vectors of the chemical cell, every plane wave in the sum has the same value at all lattice sites, so the sum can't alternate. I need the reciprocal vectors of the larger magnetic cell. How are the two sets related, and when does enlarging the cell add something new?

A: Put the $d$ lattice vectors of the original cell in the columns of a real $d\times d$ matrix $A$. A supercell is $A' = AM$ with $M$ an integer matrix, and both $\det A$ and $\det M$ are nonzero. The reciprocal bases $B$ and $B'$ are fixed by
$$A^T B = 2\pi\,1, \qquad (AM)^T B' = 2\pi\,1 .$$
The second relation reads $M^T(A^T B') = 2\pi\,1$. For square matrices, factors whose product is a nonzero multiple of the identity commute, so $A^T B' M^T = 2\pi\,1 = A^T B$. Cancelling the invertible $A^T$ gives
$$B = B' M^T .$$

Q: And the lattices?

A: Write $L(C)$ for the set of integer combinations of the columns of $C$. For an integer vector $z$, $Bz = B'(M^T z)$, and $M^T z$ is again an integer vector. Hence $L(B) \subseteq L(B')$.

Suppose the two are equal. Each column of $B'$ then lies in $L(B)$, so with $e_j$ the $j$-th unit vector, $B'e_j = Bw_j = B'M^T w_j$ for some integer vector $w_j$. Cancelling $B'$ leaves $e_j = M^T w_j$. Collecting the $w_j$ as the columns of $W$ gives $M^T W = 1$, so $\det M \cdot \det W = 1$ in the integers, and $\det M = \pm 1$.

Conversely, if $\det M = \pm1$, the inverse of $M^T$ is its adjugate divided by $\pm1$, which is an integer matrix. Then $B'z = B\,(M^T)^{-1}z$ lies in $L(B)$ for every integer $z$.

Q: That I accept. My doubt is whether the Lean version talks about the same objects.

A: Here are its definitions.

```lean
import Mathlib

open Matrix
open scoped Real

namespace SupercellReciprocal

variable {n : Type*} [Fintype n] [DecidableEq n]

/-- An integer matrix read as a real matrix. -/
def toReal (M : Matrix n n ℤ) : Matrix n n ℝ := M.map (Int.cast : ℤ → ℝ)

/-- The lattice of all integer combinations of the columns of `C`. -/
def latticeOf (C : Matrix n n ℝ) : Set (n → ℝ) :=
  {x | ∃ z : n → ℤ, x = C *ᵥ (fun i => (z i : ℝ))}

/-- The columns of `B` are reciprocal to those of `A`: `aᵢ · bⱼ = 2π δᵢⱼ`. -/
def IsReciprocal (A B : Matrix n n ℝ) : Prop :=
  Aᵀ * B = (2 * π) • (1 : Matrix n n ℝ)
```

The finite type `n` labels both the Cartesian components and the lattice vectors, so $d$ is its number of elements. `toReal` lets the integer matrix multiply a real one, `latticeOf C` is $L(C)$, and `IsReciprocal A B` is the duality relation, in the convention that includes $2\pi$.

The main theorem, `supercell_reciprocal_lattice`, assumes `IsReciprocal A B` and `IsReciprocal (A * toReal M) B'`. It concludes that $B = B'M^T$, that $L(B)\subseteq L(B')$, and that equality holds exactly when `M.det` is 1 or −1.

Q: I see no assumption that $\det A$ or $\det M$ is nonzero.

A: It is contained in the two duality relations. The proof begins with four small lemmas, and the last of them is the one you want.

```lean
omit [DecidableEq n] in
private lemma cast_mulVec (M : Matrix n n ℤ) (z : n → ℤ) :
    toReal M *ᵥ (fun i => (z i : ℝ)) = fun i => ((M *ᵥ z) i : ℝ) := by
  ext i
  simp [toReal, Matrix.mulVec, dotProduct]

private lemma mulVec_cancel {C : Matrix n n ℝ} (hC : C.det ≠ 0) {x y : n → ℝ}
    (h : C *ᵥ x = C *ᵥ y) : x = y := by
  have h1 : C⁻¹ *ᵥ (C *ᵥ x) = C⁻¹ *ᵥ (C *ᵥ y) := by rw [h]
  rwa [Matrix.mulVec_mulVec, Matrix.mulVec_mulVec,
    Matrix.nonsing_inv_mul C (isUnit_iff_ne_zero.mpr hC),
    Matrix.one_mulVec, Matrix.one_mulVec] at h1

private lemma mul_swap {X Y : Matrix n n ℝ} {c : ℝ} (hc : c ≠ 0)
    (h : X * Y = c • (1 : Matrix n n ℝ)) : Y * X = c • (1 : Matrix n n ℝ) := by
  have h1 : X * (c⁻¹ • Y) = 1 := by
    rw [Matrix.mul_smul, h, smul_smul, inv_mul_cancel₀ hc, one_smul]
  have h2 := mul_eq_one_comm.1 h1
  rw [Matrix.smul_mul] at h2
  rw [← h2, smul_smul, mul_inv_cancel₀ hc, one_smul]

private lemma det_ne_zero {A B : Matrix n n ℝ} (h : IsReciprocal A B) :
    A.det ≠ 0 ∧ B.det ≠ 0 := by
  have h1 := congrArg Matrix.det (show Aᵀ * B = (2 * π) • (1 : Matrix n n ℝ) from h)
  rw [Matrix.det_mul, Matrix.det_transpose, Matrix.det_smul, Matrix.det_one, mul_one] at h1
  have hp : (2 * π) ^ Fintype.card n ≠ 0 := by positivity
  rw [← h1] at hp
  exact mul_ne_zero_iff.1 hp
```

`cast_mulVec` says that an integer matrix sends integer vectors to integer vectors, also when everything is read as real. `mulVec_cancel` cancels an invertible matrix. `mul_swap` is the commuting step: it divides by the constant and uses the fact that a one-sided inverse of a square matrix is two-sided. `det_ne_zero` takes determinants of $A^TB = 2\pi\,1$ and gets $\det A\,\det B = (2\pi)^d \neq 0$.

The next theorem makes your missing assumption explicit: a supercell has a reciprocal basis exactly when $\det A$ and $\det M$ are both nonzero.

```lean
/-- A supercell `A M` has a reciprocal basis exactly when the primitive cell and the
integer matrix `M` both have nonzero determinant. -/
theorem exists_reciprocal_supercell_iff (A : Matrix n n ℝ) (M : Matrix n n ℤ) :
    (∃ B', IsReciprocal (A * toReal M) B') ↔ A.det ≠ 0 ∧ M.det ≠ 0 := by
  have hM : (toReal M).det = (M.det : ℝ) := ((Int.castRingHom ℝ).map_det M).symm
  have hd : (A * toReal M).det ≠ 0 ↔ A.det ≠ 0 ∧ M.det ≠ 0 := by
    rw [Matrix.det_mul, hM, mul_ne_zero_iff, Int.cast_ne_zero]
  rw [← hd]
  constructor
  · rintro ⟨B', h⟩
    exact (det_ne_zero h).1
  · intro h
    refine ⟨(2 * π) • ((A * toReal M)ᵀ)⁻¹, ?_⟩
    unfold IsReciprocal
    rw [Matrix.mul_smul, Matrix.mul_nonsing_inv]
    rw [Matrix.det_transpose]
    exact isUnit_iff_ne_zero.mpr h
```

One direction is `det_ne_zero`. The other supplies the basis $B' = 2\pi\,((AM)^T)^{-1}$.

Q: To me, though, a reciprocal lattice vector is a wavevector $k$ with $e^{ik\cdot R} = 1$ at every lattice point $R$. A matrix identity is only a recipe for finding them.

A: The two descriptions are proved to agree. If $k = Bz$ and $R = Aw$ with integer $z$ and $w$, then $k\cdot R = 2\pi\, z\cdot w$, and the phase is one. Conversely, if the phase is one at each lattice vector $a_i$, then $a_i\cdot k = 2\pi z_i$ with $z_i$ an integer. So $A^T k = 2\pi z = A^T B z$, and $k = Bz$.

```lean
private lemma phase_eq_one_iff (x : ℝ) :
    Complex.exp (Complex.I * (x : ℂ)) = 1 ↔ ∃ m : ℤ, x = 2 * π * m := by
  rw [Complex.exp_eq_one_iff]
  constructor
  · rintro ⟨m, hm⟩
    refine ⟨m, ?_⟩
    have h := congrArg Complex.im hm
    simp at h
    linarith
  · rintro ⟨m, hm⟩
    exact ⟨m, by rw [hm]; push_cast; ring⟩

/-- A wavevector belongs to the reciprocal lattice exactly when its plane wave
equals one at every point of the direct lattice. -/
theorem mem_reciprocal_iff_phase {A B : Matrix n n ℝ} (h : IsReciprocal A B) (k : n → ℝ) :
    k ∈ latticeOf B ↔
      ∀ R ∈ latticeOf A, Complex.exp (Complex.I * ((k ⬝ᵥ R : ℝ) : ℂ)) = 1 := by
  have h' : Aᵀ * B = (2 * π) • (1 : Matrix n n ℝ) := h
  have hmove : ∀ q w : n → ℝ, q ⬝ᵥ A *ᵥ w = (Aᵀ *ᵥ q) ⬝ᵥ w := fun q w => by
    rw [Matrix.dotProduct_mulVec, Matrix.mulVec_transpose]
  have hB : ∀ v : n → ℝ, Aᵀ *ᵥ (B *ᵥ v) = (2 * π) • v := fun v => by
    rw [Matrix.mulVec_mulVec, h', Matrix.smul_mulVec, Matrix.one_mulVec]
  constructor
  · rintro ⟨z, rfl⟩ R ⟨w, rfl⟩
    refine (phase_eq_one_iff _).2 ⟨z ⬝ᵥ w, ?_⟩
    rw [hmove, hB, smul_dotProduct, smul_eq_mul]
    simp [dotProduct]
  · intro hk
    -- the phases at the basis vectors supply the integer coordinates
    have hi : ∀ i, ∃ m : ℤ, (Aᵀ *ᵥ k) i = 2 * π * m := fun i => by
      obtain ⟨m, hm⟩ := (phase_eq_one_iff _).1 (hk _ ⟨Pi.single i 1, rfl⟩)
      refine ⟨m, ?_⟩
      rw [← hm, hmove]
      simp [dotProduct, Pi.single_apply]
    choose z hz using hi
    refine ⟨z, mulVec_cancel (C := Aᵀ) ?_ ?_⟩
    · rw [Matrix.det_transpose]
      exact (det_ne_zero h).1
    · rw [hB]
      funext i
      exact hz i
```

`phase_eq_one_iff` turns a unit phase into an integer multiple of $2\pi$. In the second half of the theorem, `Pi.single i 1` selects the lattice vector $a_i$, `choose` collects the integers into the vector `z`, and `mulVec_cancel` removes $A^T$.

Q: Then where does the determinant condition come from?

A: From a statement about any invertible basis $C$ and any integer matrix $P$, which is applied to the reciprocal lattice afterwards.

```lean
/-- The point with integer coordinates `z` in the basis `C` lies in the lattice of `C P`
exactly when `z = P w` for an integer vector `w`. -/
theorem mem_sublattice_iff {C : Matrix n n ℝ} (hC : C.det ≠ 0) (P : Matrix n n ℤ)
    (z : n → ℤ) :
    C *ᵥ (fun i => (z i : ℝ)) ∈ latticeOf (C * toReal P) ↔ ∃ w : n → ℤ, z = P *ᵥ w := by
  constructor
  · rintro ⟨w, hw⟩
    rw [← Matrix.mulVec_mulVec, cast_mulVec] at hw
    refine ⟨w, funext fun i => ?_⟩
    have hi : (z i : ℝ) = ((P *ᵥ w) i : ℝ) := congrFun (mulVec_cancel hC hw) i
    exact_mod_cast hi
  · rintro ⟨w, rfl⟩
    exact ⟨w, by rw [← Matrix.mulVec_mulVec, cast_mulVec]⟩

omit [DecidableEq n] in
private lemma sublattice_subset (C : Matrix n n ℝ) (P : Matrix n n ℤ) :
    latticeOf (C * toReal P) ⊆ latticeOf C := by
  rintro x ⟨z, rfl⟩
  exact ⟨P *ᵥ z, by rw [← Matrix.mulVec_mulVec, cast_mulVec]⟩

/-- For an invertible basis `C`, the columns of `C P` and of `C` generate the same lattice exactly
when the integer matrix `P` has determinant `1` or `-1`. -/
theorem sublattice_eq_iff {C : Matrix n n ℝ} (hC : C.det ≠ 0) (P : Matrix n n ℤ) :
    latticeOf (C * toReal P) = latticeOf C ↔ P.det = 1 ∨ P.det = -1 := by
  constructor
  · intro h
    -- each basis vector has integer coordinates, and these form an inverse of P
    have hj : ∀ j, ∃ w : n → ℤ, Pi.single j 1 = P *ᵥ w := fun j =>
      (mem_sublattice_iff hC P _).1 (by rw [h]; exact ⟨_, rfl⟩)
    choose w hw using hj
    have hPW : P * Matrix.of (fun i j => w j i) = 1 := by
      ext i j
      change (P *ᵥ w j) i = _
      rw [← hw j, Matrix.one_apply, Pi.single_apply]
    have hd : P.det * (Matrix.of (fun i j => w j i)).det = 1 := by
      rw [← Matrix.det_mul, hPW, Matrix.det_one]
    exact Int.isUnit_iff.1 (isUnit_iff_exists_inv.2 ⟨_, hd⟩)
  · intro h
    have hu : IsUnit P.det := Int.isUnit_iff.2 h
    refine Set.Subset.antisymm (sublattice_subset C P) ?_
    rintro x ⟨z, rfl⟩
    exact (mem_sublattice_iff hC P z).2 ⟨P⁻¹ *ᵥ z, by
      rw [Matrix.mulVec_mulVec, Matrix.mul_nonsing_inv P hu, Matrix.one_mulVec]⟩
```

`mem_sublattice_iff` says that $Cz$ belongs to $L(CP)$ exactly when $z = Pw$ for some integer vector $w$. `sublattice_subset` is the inclusion $L(CP)\subseteq L(C)$.

`sublattice_eq_iff` follows the derivation above. Equality of the lattices yields an integer vector `w j` for each unit vector, `hPW` assembles these into an inverse of `P`, and `hd` takes determinants. An integer with an integer inverse is 1 or −1. For the converse, `P⁻¹` is a genuine integer inverse because the determinant is a unit.

Q: What remains is the relation between the bases.

A: That is the next theorem, and the main one then takes $C = B'$ and $P = M^T$.

```lean
/-- The primitive and supercell reciprocal bases obey `B = B' Mᵀ`. -/
theorem reciprocal_basis_eq {A B B' : Matrix n n ℝ} {M : Matrix n n ℤ}
    (hB : IsReciprocal A B) (hB' : IsReciprocal (A * toReal M) B') :
    B = B' * (toReal M)ᵀ := by
  have h1 : (toReal M)ᵀ * (Aᵀ * B') = (2 * π) • (1 : Matrix n n ℝ) := by
    rw [← Matrix.mul_assoc, ← Matrix.transpose_mul]
    exact hB'
  -- commute the factors, then cancel Aᵀ
  have h2 := mul_swap (by positivity) h1
  rw [Matrix.mul_assoc] at h2
  have hA : IsUnit Aᵀ := by
    rw [Matrix.isUnit_iff_isUnit_det, Matrix.det_transpose]
    exact isUnit_iff_ne_zero.mpr (det_ne_zero hB).1
  exact hA.mul_left_cancel (Eq.trans hB h2.symm)

/-- For a supercell `A M`, the reciprocal bases obey `B = B' Mᵀ` and the primitive reciprocal
lattice lies inside the supercell one, with equality exactly when `det M` is `1` or `-1`. -/
theorem supercell_reciprocal_lattice {A B B' : Matrix n n ℝ} {M : Matrix n n ℤ}
    (hB : IsReciprocal A B) (hB' : IsReciprocal (A * toReal M) B') :
    B = B' * (toReal M)ᵀ ∧ latticeOf B ⊆ latticeOf B' ∧
      (latticeOf B = latticeOf B' ↔ M.det = 1 ∨ M.det = -1) := by
  have hb : B = B' * toReal Mᵀ := reciprocal_basis_eq hB hB'
  refine ⟨hb, ?_, ?_⟩
  · rw [hb]
    exact sublattice_subset B' Mᵀ
  · rw [hb, sublattice_eq_iff (det_ne_zero hB').2, Matrix.det_transpose]
```

In `reciprocal_basis_eq`, `h1` is the supercell duality relation with the transpose expanded, `h2` has the factors commuted, and the last line cancels $A^T$. In the main theorem, `hb` rewrites $B$ as $B'M^T$. The inclusion is then `sublattice_subset`, and the equality criterion is `sublattice_eq_iff` together with $\det M^T = \det M$.

Q: So a matrix $M$ with determinant ±1 leaves the reciprocal lattice as it was?

A: Yes, and the direct lattice too, although the cell itself may change shape. Using $C = A$ and $P = M$ gives the same condition on $\det M$ for the direct lattices, so one pair of lattices agrees exactly when the other does.

```lean
/-- The primitive cell and the supercell have the same reciprocal lattice exactly when
they have the same direct lattice. -/
theorem reciprocal_eq_iff_direct_eq {A B B' : Matrix n n ℝ} {M : Matrix n n ℤ}
    (hB : IsReciprocal A B) (hB' : IsReciprocal (A * toReal M) B') :
    latticeOf B = latticeOf B' ↔ latticeOf (A * toReal M) = latticeOf A := by
  rw [(supercell_reciprocal_lattice hB hB').2.2, sublattice_eq_iff (det_ne_zero hB).1]
```

Q: Now show me my checkerboard.

A: Its cell has columns $(1,-1)$ and $(1,1)$, so
$$M = \begin{pmatrix} 1 & 1\\ -1 & 1\end{pmatrix}, \qquad \det M = 2, \qquad B' = \begin{pmatrix} \pi & \pi\\ -\pi & \pi\end{pmatrix}.$$
The second column of $B'$ is $(\pi,\pi)$, whose plane wave changes sign from each site to its nearest neighbours. It isn't in the original reciprocal lattice, since that would require an integer $z_0$ with $2z_0 = 1$.

```lean
/-- The unit square cell and its supercell with columns `(1, -1)` and `(1, 1)` have the
reciprocal bases shown, and `(π, π)` lies only in the supercell reciprocal lattice. -/
theorem supercell_reciprocal_witness :
    IsReciprocal (1 : Matrix (Fin 2) (Fin 2) ℝ) ((2 * π) • 1) ∧
    IsReciprocal ((1 : Matrix (Fin 2) (Fin 2) ℝ) * toReal !![1, 1; -1, 1])
      !![π, π; -π, π] ∧
    ![π, π] ∈ latticeOf !![π, π; -π, π] ∧
    ![π, π] ∉ latticeOf ((2 * π) • (1 : Matrix (Fin 2) (Fin 2) ℝ)) := by
  refine ⟨?_, ?_, ⟨![0, 1], ?_⟩, ?_⟩
  · unfold IsReciprocal
    rw [Matrix.transpose_one, Matrix.one_mul]
  · unfold IsReciprocal
    rw [Matrix.one_mul]
    ext i j
    fin_cases i <;> fin_cases j <;>
      simp [toReal, Matrix.mul_apply, Fin.sum_univ_two] <;> ring
  · ext i
    fin_cases i <;> simp [Matrix.mulVec, dotProduct, Fin.sum_univ_two]
  · rintro ⟨z, hz⟩
    rw [Matrix.smul_mulVec, Matrix.one_mulVec] at hz
    have h0 : π = 2 * π * (z 0 : ℝ) := congrFun hz 0
    have h1 : 2 * (z 0 : ℝ) = 1 := mul_left_cancel₀ Real.pi_ne_zero (by linarith)
    have h2 : 2 * z 0 = 1 := by exact_mod_cast h1
    omega

end SupercellReciprocal
```

```lean
#print axioms SupercellReciprocal.exists_reciprocal_supercell_iff
#print axioms SupercellReciprocal.mem_reciprocal_iff_phase
#print axioms SupercellReciprocal.supercell_reciprocal_lattice
#print axioms SupercellReciprocal.reciprocal_eq_iff_direct_eq
```

```
'SupercellReciprocal.exists_reciprocal_supercell_iff' depends on axioms: [propext, Classical.choice, Quot.sound]
'SupercellReciprocal.mem_reciprocal_iff_phase' depends on axioms: [propext, Classical.choice, Quot.sound]
'SupercellReciprocal.supercell_reciprocal_lattice' depends on axioms: [propext, Classical.choice, Quot.sound]
'SupercellReciprocal.reciprocal_eq_iff_direct_eq' depends on axioms: [propext, Classical.choice, Quot.sound]
```

Q: Can I also tell which supercell reciprocal vectors are new?

A: The same argument answers that. Put $C = B'$ and $P = M^T$ in `mem_sublattice_iff`: the vector $B'z$ is an old reciprocal vector exactly when $z = M^T w$ for an integer vector $w$. For the checkerboard, $M^T w = (w_0 - w_1,\; w_0 + w_1)$, so the old vectors are those with $z_0 + z_1$ even. The vector $(\pi,\pi)$ has $z = (0,1)$ and is new.

Q: What should I not read into all this?

A: It is geometry of ideal infinite lattices, with as many lattice vectors as space dimensions; a slab with two periodic directions in three-dimensional space would need a different setup. There are no atoms in the model, so "primitive" just means the cell you start from, and nothing checks that it is the smallest cell of a real crystal. The number of new vectors per old one isn't counted either.

Within that geometry, the result bears on plane-wave calculations and band folding: it says when a supercell admits Fourier components that the original cell lacks, but not how large those components are, since no Hamiltonian appears.
